# A heavy lepton loop adds $(\alpha/\pi)^2 m^2/(45M^2)$ to the anomaly $(g-2)/2$ at leading order

When a photon in the vertex correction of a lepton of mass $m$ briefly becomes a pair of leptons of mass $M$, the anomaly $a=(g-2)/2$ shifts. Here that shift is defined by its Feynman-parameter integral and is not derived from the diagrams: it is $(\alpha/\pi)^2A(r)$, with $\alpha$ the fine-structure constant, $r=(m/M)^2$ and

$$A(r)=\int_0^1(1-x)\,\Pi\!\left(\frac{r x^2}{1-x}\right)dx,\qquad \Pi(q)=\int_0^1 2y(1-y)\ln\bigl(1+y(1-y)q\bigr)\,dy .$$

$\Pi$ is the one-loop vacuum polarization in units of $\alpha/\pi$, at spacelike photon momentum. Here $q=Q^2/M^2$, where $Q^2\ge0$ is minus the photon's squared four-momentum (time part counted positive, $\hbar=c=1$). $\Pi$ vanishes at $q=0$ and is positive for $q>0$; the opposite sign convention is also in use. Note that $r$ is the squared mass ratio.

## Bounds on $A(r)$ at every mass ratio

For every $r>0$, $A(r)\ge 0$ and

$$\frac r{45}-\frac{r^2}{60}\ln\!\left(1+\frac4r\right)\le A(r)\le\frac r{45}.$$

Hence $A(r)/r\to1/45$ as $r\to0^+$.

## Replacing a heavy loop by its leading term

A code that adds up lepton-loop contributions to $g-2$ can replace $A(r)$ by $r/45$ for a heavy lepton in this single-loop insertion, if the error is acceptable. The error, relative to $r/45$, is at most $\tfrac{3r}{4}\ln(1+4/r)$. For $M=10m$ this bound is 4.5%; the error itself is smaller.

At equal masses, $r=1$, the logarithmic lower bound is negative, and what remains is $0\le A(1)\le1/45$.

## From the logarithm to $r/45$

Let $w=y(1-y)$ and $u=wq\ge0$. Then $u/(1+u)\le\ln(1+u)\le u$, and $w\le1/4$ gives $u/(1+u)\ge u/(1+q/4)$. Since

$$\int_0^1 2y^2(1-y)^2\,dy=2\left(\tfrac13-\tfrac12+\tfrac15\right)=\tfrac1{15},$$

multiplying by $2w$ and integrating gives

$$\frac{q}{15(1+q/4)}\le\Pi(q)\le\frac q{15}.$$

For $0\le x<1$ put $b=1-x$, $s=rx^2$ and $q=s/b$. Multiplying by $b$,

$$\frac s{15}-\frac{s^2}{60(b+s/4)}\le b\,\Pi(s/b)\le\frac s{15}.$$

The subtracted term increases with $s$, and $s\le r$, so it is at most $r^2/[60(b+r/4)]$. Now integrate over $x$, using

$$\int_0^1\frac{rx^2}{15}dx=\frac r{45},\qquad \int_0^1\frac{dx}{1-x+r/4}=\ln\frac{1+r/4}{r/4}=\ln\!\left(1+\frac4r\right).$$

This is the two-sided bound. Dividing by $r$ leaves an error of at most

$$\frac{r}{60}\ln\!\left(1+\frac4r\right)=\frac{r\ln(r+4)-r\ln r}{60}\to0 .$$

Finally, $M^2(\alpha/\pi)^2A(r)=(\alpha/\pi)^2m^2\,A(r)/r\to(\alpha/\pi)^2m^2/45$ as $M\to\infty$.

## Definitions and proofs in Lean

```lean
import Mathlib

open Filter Topology MeasureTheory

namespace HeavyLeptonDecoupling

noncomputable section

/-- One-loop vacuum polarization by a lepton pair, in units of `α/π`, at spacelike momentum
`q = Q²/M² ≥ 0` measured in units of the loop mass. -/
def vacPol (q : ℝ) : ℝ :=
  ∫ y in (0 : ℝ)..1, 2 * y * (1 - y) * Real.log (1 + y * (1 - y) * q)

/-- The coefficient `A(r)` of `(α/π)²` in the part of the anomaly that comes from a single insertion
of the lepton loop, for squared mass ratio `r = (m/M)²`. The momentum `r x²/(1-x)` is meant for
`0 ≤ x < 1`. -/
def loopCoeff (r : ℝ) : ℝ :=
  ∫ x in (0 : ℝ)..1, (1 - x) * vacPol (r * x ^ 2 / (1 - x))

/-- Contribution, at order `(α/π)²`, of a single loop of a lepton of mass `M ≠ 0` to the anomaly of
a lepton of mass `m`. -/
def loopAnomaly (α m M : ℝ) : ℝ := (α / Real.pi) ^ 2 * loopCoeff ((m / M) ^ 2)

/-- The Feynman-parameter average of the term linear in momentum:
`∫₀¹ 2y(1-y) · y(1-y) k dy = k/15`. -/
theorem integral_weight (k : ℝ) :
    ∫ y in (0 : ℝ)..1, 2 * y * (1 - y) * (y * (1 - y) * k) = k / 15 := by
  have h : ∀ y ∈ Set.uIcc (0 : ℝ) 1,
      HasDerivAt (fun y : ℝ => k * (2 / 3 * y ^ 3 - y ^ 4 + 2 / 5 * y ^ 5))
        (2 * y * (1 - y) * (y * (1 - y) * k)) y := by
    intro y _
    have h1 := ((((hasDerivAt_pow 3 y).const_mul (2 / 3 : ℝ)).fun_sub
      (hasDerivAt_pow 4 y)).fun_add ((hasDerivAt_pow 5 y).const_mul (2 / 5 : ℝ))).const_mul k
    refine h1.congr_deriv ?_
    simp only [Nat.cast_ofNat, Nat.reduceSub]
    ring
  rw [intervalIntegral.integral_eq_sub_of_hasDerivAt h
    (Continuous.intervalIntegrable (by fun_prop) 0 1)]
  ring

/-- At spacelike momentum `q ≥ 0` the vacuum polarization is at most `q/15`, and at least
`q/15` divided by `1 + q/4`. -/
theorem vacPol_bounds {q : ℝ} (hq : 0 ≤ q) :
    q / (1 + q / 4) / 15 ≤ vacPol q ∧ vacPol q ≤ q / 15 := by
  have hpos : ∀ y ∈ Set.Icc (0 : ℝ) 1, 0 ≤ y * (1 - y) := fun y hy =>
    mul_nonneg hy.1 (sub_nonneg.2 hy.2)
  have hint : IntervalIntegrable
      (fun y : ℝ => 2 * y * (1 - y) * Real.log (1 + y * (1 - y) * q)) volume 0 1 := by
    apply ContinuousOn.intervalIntegrable
    rw [Set.uIcc_of_le zero_le_one]
    refine ContinuousOn.mul (by fun_prop) (ContinuousOn.log (by fun_prop) ?_)
    intro y hy
    have h1 := mul_nonneg (hpos y hy) hq
    have h2 : 0 < 1 + y * (1 - y) * q := by linarith
    exact h2.ne'
  have hpoly : ∀ k : ℝ, IntervalIntegrable
      (fun y : ℝ => 2 * y * (1 - y) * (y * (1 - y) * k)) volume 0 1 := fun k =>
    Continuous.intervalIntegrable (by fun_prop) 0 1
  constructor
  · rw [← integral_weight]
    refine intervalIntegral.integral_mono_on zero_le_one (hpoly _) hint fun y hy => ?_
    have hw := hpos y hy
    have hwq := mul_nonneg hw hq
    have hD : 0 < 1 + y * (1 - y) * q := by linarith
    -- the logarithm lies above `u/(1+u)`, and `y(1-y) ≤ 1/4`
    have h1 := Real.one_sub_inv_le_log_of_pos hD
    have h2 : 1 - (1 + y * (1 - y) * q)⁻¹ = y * (1 - y) * q / (1 + y * (1 - y) * q) := by
      rw [eq_div_iff hD.ne', sub_mul, inv_mul_cancel₀ hD.ne']
      ring
    have h3 : y * (1 - y) * q / (1 + q / 4) ≤ y * (1 - y) * q / (1 + y * (1 - y) * q) := by
      apply div_le_div_of_nonneg_left hwq hD
      nlinarith [mul_nonneg hq (sq_nonneg (y - 1 / 2))]
    refine mul_le_mul_of_nonneg_left ?_ (by nlinarith)
    rw [← mul_div_assoc]
    linarith
  · rw [← integral_weight]
    refine intervalIntegral.integral_mono_on zero_le_one hint (hpoly _) fun y hy => ?_
    have hw := hpos y hy
    have hwq := mul_nonneg hw hq
    have h1 := Real.log_le_sub_one_of_pos (show 0 < 1 + y * (1 - y) * q by linarith)
    exact mul_le_mul_of_nonneg_left (by linarith) (by nlinarith)

/-- The vacuum polarization is a measurable function of the momentum. -/
theorem measurable_vacPol : Measurable vacPol := by
  have hm : Measurable (fun p : ℝ × ℝ =>
      2 * p.2 * (1 - p.2) * Real.log (1 + p.2 * (1 - p.2) * p.1)) := by fun_prop
  have e : vacPol = fun q => ∫ y in Set.Ioc (0 : ℝ) 1,
      2 * y * (1 - y) * Real.log (1 + y * (1 - y) * q) := by
    funext q
    exact intervalIntegral.integral_of_le zero_le_one
  rw [e]
  exact (hm.stronglyMeasurable.integral_prod_right'
    (ν := volume.restrict (Set.Ioc (0 : ℝ) 1))).measurable

/-- For `r > 0` and `0 ≤ x ≤ 1` the integrand of `A(r)` is nonnegative, is at most `r x²/15`,
and falls short of it by at most `(r²/60)/(1 - x + r/4)`. -/
theorem integrand_bounds {r x : ℝ} (hr : 0 < r) (hx : x ∈ Set.Icc (0 : ℝ) 1) :
    0 ≤ (1 - x) * vacPol (r * x ^ 2 / (1 - x)) ∧
    r * x ^ 2 / 15 - r ^ 2 / 60 / (1 - x + r / 4) ≤ (1 - x) * vacPol (r * x ^ 2 / (1 - x)) ∧
    (1 - x) * vacPol (r * x ^ 2 / (1 - x)) ≤ r * x ^ 2 / 15 := by
  rcases eq_or_lt_of_le hx.2 with h | h
  · subst h
    have h1 : r ^ 2 / 60 / (1 - 1 + r / 4) = r / 15 := by
      rw [sub_self, zero_add, div_eq_iff (by positivity)]
      ring
    rw [h1, sub_self, zero_mul]
    refine ⟨le_refl _, by linarith, by positivity⟩
  · have ha : 0 < 1 - x := sub_pos.2 h
    have hs : 0 ≤ r * x ^ 2 := by positivity
    have hsr : r * x ^ 2 ≤ r := by
      nlinarith [mul_le_mul_of_nonneg_left (pow_le_one₀ hx.1 hx.2 : x ^ 2 ≤ 1) hr.le]
    generalize 1 - x = a at *
    generalize r * x ^ 2 = s at *
    obtain ⟨hlo, hup⟩ := vacPol_bounds (div_nonneg hs ha.le)
    have hlo' := mul_le_mul_of_nonneg_left hlo ha.le
    have hup' := mul_le_mul_of_nonneg_left hup ha.le
    have e1 : a * (s / a / 15) = s / 15 := by field_simp
    have e2 : a * (s / a / (1 + s / a / 4) / 15)
        = s / 15 - 4 / 15 * ((s / 4) ^ 2 / (a + s / 4)) := by
      field_simp
      ring
    -- `t²/(a+t)` grows with `t`, so `s` may be replaced by `r` in the error
    have key : (s / 4) ^ 2 / (a + s / 4) ≤ (r / 4) ^ 2 / (a + r / 4) := by
      rw [div_le_div_iff₀ (by positivity) (by positivity)]
      nlinarith [mul_nonneg ha.le (mul_nonneg (sub_nonneg.2 hsr) (add_nonneg hs hr.le)),
        mul_nonneg (mul_nonneg hs hr.le) (sub_nonneg.2 hsr)]
    have e3 : r ^ 2 / 60 / (a + r / 4) = 4 / 15 * ((r / 4) ^ 2 / (a + r / 4)) := by ring
    refine ⟨le_trans (by positivity) hlo', ?_, by linarith⟩
    rw [e3]
    linarith

/-- For every squared mass ratio `r > 0` the coefficient `A(r)` is nonnegative, is at most `r/45`,
and differs from `r/45` by at most `(r²/60) ln(1 + 4/r)`. -/
theorem loopCoeff_bounds {r : ℝ} (hr : 0 < r) :
    0 ≤ loopCoeff r ∧ r / 45 - r ^ 2 / 60 * Real.log (1 + 4 / r) ≤ loopCoeff r ∧
      loopCoeff r ≤ r / 45 := by
  have hup : IntervalIntegrable (fun x : ℝ => r * x ^ 2 / 15) volume 0 1 :=
    Continuous.intervalIntegrable (by fun_prop) 0 1
  -- the integrand of `A(r)` is measurable and dominated, hence integrable
  have hA : IntervalIntegrable
      (fun x : ℝ => (1 - x) * vacPol (r * x ^ 2 / (1 - x))) volume 0 1 := by
    have hm : Measurable (fun x : ℝ => (1 - x) * vacPol (r * x ^ 2 / (1 - x))) :=
      Measurable.mul (by fun_prop) (measurable_vacPol.comp (by fun_prop))
    refine hup.mono_fun' hm.aestronglyMeasurable
      ((ae_restrict_iff' measurableSet_uIoc).2 (ae_of_all _ fun x hx => ?_))
    rw [Set.uIoc_of_le zero_le_one] at hx
    have hb := integrand_bounds hr ⟨hx.1.le, hx.2⟩
    exact (Real.norm_of_nonneg hb.1).le.trans hb.2.2
  have hne : ∀ x ∈ Set.uIcc (0 : ℝ) 1, 1 - x + r / 4 ≠ 0 := by
    intro x hx
    rw [Set.uIcc_of_le zero_le_one] at hx
    have h1 : 0 < 1 - x + r / 4 := by linarith [hx.2]
    exact h1.ne'
  have hlow : IntervalIntegrable
      (fun x : ℝ => r * x ^ 2 / 15 - r ^ 2 / 60 / (1 - x + r / 4)) volume 0 1 :=
    ContinuousOn.intervalIntegrable (ContinuousOn.sub (by fun_prop)
      (ContinuousOn.div continuousOn_const (by fun_prop) hne))
  refine ⟨intervalIntegral.integral_nonneg zero_le_one
    fun x hx => (integrand_bounds hr hx).1, ?_, ?_⟩
  · have hF : ∀ x ∈ Set.uIcc (0 : ℝ) 1,
        HasDerivAt (fun x : ℝ => r / 45 * x ^ 3 + r ^ 2 / 60 * Real.log (1 - x + r / 4))
          (r * x ^ 2 / 15 - r ^ 2 / 60 / (1 - x + r / 4)) x := by
      intro x hx
      have h1 : HasDerivAt (fun x : ℝ => 1 - x + r / 4) (-1) x :=
        ((hasDerivAt_id' x).const_sub 1).add_const (r / 4)
      refine (((hasDerivAt_pow 3 x).const_mul (r / 45)).fun_add
        ((h1.log (hne x hx)).const_mul (r ^ 2 / 60))).congr_deriv ?_
      simp only [Nat.cast_ofNat, Nat.reduceSub]
      ring
    have e : Real.log (1 + 4 / r) = Real.log (1 + r / 4) - Real.log (r / 4) := by
      rw [← Real.log_div (by positivity) (by positivity)]
      congr 1
      rw [eq_div_iff (by positivity)]
      linear_combination (1 / 4) * div_mul_cancel₀ (4 : ℝ) hr.ne'
    have hI := intervalIntegral.integral_eq_sub_of_hasDerivAt hF hlow
    have hmono := intervalIntegral.integral_mono_on zero_le_one hlow hA
      fun x hx => (integrand_bounds hr hx).2.1
    rw [hI] at hmono
    refine le_trans (le_of_eq ?_) hmono
    rw [e]
    simp only [sub_self, zero_add, sub_zero]
    ring
  · refine (intervalIntegral.integral_mono_on zero_le_one hA hup
      fun x hx => (integrand_bounds hr hx).2.2).trans (le_of_eq ?_)
    rw [intervalIntegral.integral_div, intervalIntegral.integral_const_mul, integral_pow]
    push_cast
    ring

/-- As the squared mass ratio `r` tends to zero from above, `A(r)/r` tends to `1/45`. -/
theorem tendsto_loopCoeff_div :
    Tendsto (fun r => loopCoeff r / r) (𝓝[>] 0) (𝓝 (1 / 45)) := by
  have hl : Tendsto (fun r : ℝ => 1 / 45 - (r * Real.log (r + 4) - r * Real.log r) / 60)
      (𝓝[>] 0) (𝓝 (1 / 45)) := by
    have h1 : ContinuousAt (fun r : ℝ => Real.log (r + 4)) 0 :=
      ContinuousAt.log (by fun_prop) (by norm_num)
    have h2 : ContinuousAt (fun r : ℝ => r * Real.log r) 0 :=
      Real.continuous_mul_log.continuousAt
    have hc : ContinuousAt
        (fun r : ℝ => 1 / 45 - (r * Real.log (r + 4) - r * Real.log r) / 60) 0 :=
      continuousAt_const.sub (((continuousAt_id.mul h1).sub h2).div_const 60)
    have h := hc.tendsto.mono_left (nhdsWithin_le_nhds (s := Set.Ioi 0))
    simpa using h
  refine tendsto_of_tendsto_of_tendsto_of_le_of_le' hl tendsto_const_nhds ?_ ?_
  · filter_upwards [self_mem_nhdsWithin] with r hr
    have hr : 0 < r := hr
    have e : Real.log (1 + 4 / r) = Real.log (r + 4) - Real.log r := by
      rw [← Real.log_div (by positivity) hr.ne', add_div, div_self hr.ne']
    have hb := (loopCoeff_bounds hr).2.1
    rw [e] at hb
    rw [le_div_iff₀ hr]
    linarith
  · filter_upwards [self_mem_nhdsWithin] with r hr
    have hr : 0 < r := hr
    rw [div_le_iff₀ hr]
    linarith [(loopCoeff_bounds hr).2.2]

/-- Decoupling: for a lepton of mass `m > 0`, the order-`(α/π)²` contribution `loopAnomaly` to the
anomaly from a single loop of a lepton of mass `M`, multiplied by `M²`, tends to `(α/π)² m²/45` as
`M` grows without bound. -/
theorem heavy_lepton_decouples (α : ℝ) {m : ℝ} (hm : 0 < m) :
    Tendsto (fun M => M ^ 2 * loopAnomaly α m M) atTop
      (𝓝 ((α / Real.pi) ^ 2 * m ^ 2 * (1 / 45))) := by
  have h0 : Tendsto (fun M : ℝ => (m / M) ^ 2) atTop (𝓝 0) := by
    have h := (tendsto_const_nhds (x := m)).div_atTop (tendsto_id (α := ℝ) (x := atTop))
    simpa using h.pow 2
  have hr : Tendsto (fun M : ℝ => (m / M) ^ 2) atTop (𝓝[>] 0) := by
    refine tendsto_nhdsWithin_iff.2 ⟨h0, ?_⟩
    filter_upwards [eventually_gt_atTop (0 : ℝ)] with M hM
    exact pow_pos (div_pos hm hM) 2
  refine ((tendsto_loopCoeff_div.comp hr).const_mul ((α / Real.pi) ^ 2 * m ^ 2)).congr' ?_
  filter_upwards [eventually_gt_atTop (0 : ℝ)] with M hM
  simp only [Function.comp_apply, loopAnomaly]
  generalize loopCoeff ((m / M) ^ 2) = A
  generalize (α / Real.pi) ^ 2 = c
  field_simp

end

end HeavyLeptonDecoupling
```

```lean
#print axioms HeavyLeptonDecoupling.heavy_lepton_decouples
-- 'HeavyLeptonDecoupling.heavy_lepton_decouples' depends on axioms: [propext, Classical.choice, Quot.sound]
```

## A proved mass dependence for an assumed loop formula

`vacPol`, `loopCoeff` and `loopAnomaly` are $\Pi$, $A$ and the shift with $\alpha$ and the masses restored. `loopCoeff_bounds` states the bounds for all real $r>0$. In `tendsto_loopCoeff_div`, `𝓝[>] 0` means that $r$ approaches zero from above. `heavy_lepton_decouples` fixes $m>0$ and any real `α`, and sends $M$ to infinity. Holding `α` fixed means physically that it is the coupling measured at low energy, which already absorbs the heavy loop's charge renormalization.

The proof follows the derivation:

- `integral_weight` finds the factor $1/15$ from an antiderivative, and `vacPol_bounds` integrates the logarithm inequalities.
- `integrand_bounds` inserts the momentum and replaces $s$ by $r$ in the error. It treats $x=1$ separately: there Lean's integrand is zero, which is also its limit as $x\to1$.
- `measurable_vacPol` and the upper bound make the outer integrand integrable, as the comparison of integrals requires. `loopCoeff_bounds` then integrates both bounds.
- `tendsto_loopCoeff_div` squeezes $A(r)/r$ between its bounds, and the last theorem substitutes $r=(m/M)^2$.

The step from this model to a real lepton is the identification of $(\alpha/\pi)^2A(r)$ with the contribution of the renormalized QED diagram to $a$, which is assumed. Higher orders, hadronic loops and the quadrature or rounding error of a program need separate treatment.
